# The overlap of a continuously differentiable function with cos(nx) on [0, 2π] tends to zero as n → ∞

The theorem `overlap_tendsto` takes a real function p on the line with continuous derivative q, and states that the integral of p(x) cos((N+1)x) from 0 to 2π tends to zero as the natural number N grows. In physical terms, a fixed real wavefunction of this kind in one dimension has an overlap on this interval with cosine waves that tends to zero as their wave number grows; p need not be periodic. Neither function is normalised: the cosine has norm √π on the interval, so for p not identically zero there the normalised overlap is the integral divided by √π times the norm of p, and it tends to zero as well. The proof integrates by parts, where the boundary terms vanish because sin(nx)/n is zero at both ends, and then bounds the remaining integral by a constant times 1/(N+1).

As first written in Lean, the proof fails:

```lean
import Mathlib

open Filter Topology Real

namespace KineticEnergyCompleteness

noncomputable section

/-- The ripple `sin (n x) / n`; for `n = 0`, Lean's division by zero makes it the zero function. -/
def ripple (n : ℕ) (x : ℝ) : ℝ := Real.sin (n * x) / n

/-- The sine of wave number `n` vanishes at the right end of the interval. -/
lemma sin_period (n : ℕ) : Real.sin (n * (2 * π)) = 0 := by
  rw [show (n : ℝ) * (2 * π) = ((2 * n : ℕ) : ℝ) * π by push_cast; ring]
  exact Real.sin_nat_mul_pi _

/-- The derivative of the ripple of nonzero wave number `n` is `cos (n x)`. -/
theorem ripple_hasDerivAt {n : ℕ} (hn : n ≠ 0) (x : ℝ) :
    HasDerivAt (ripple n) (Real.cos (n * x)) x := by
  have hn' : (n : ℝ) ≠ 0 := Nat.cast_ne_zero.mpr hn
  have hl : HasDerivAt (fun y : ℝ => (n : ℝ) * y) n x := by
    simpa using (hasDerivAt_id' x).const_mul (n : ℝ)
  exact (hl.sin.div_const (n : ℝ)).congr_deriv (by field_simp)

/-- The overlap of a continuously differentiable function with `cos (n x)` on the interval
tends to zero as the wave number grows. -/
theorem overlap_tendsto {p q : ℝ → ℝ} (hp : ∀ x, HasDerivAt p (q x) x) (hq : Continuous q) :
    Tendsto (fun N : ℕ => ∫ x in (0 : ℝ)..(2 * π), p x * Real.cos ((N + 1 : ℕ) * x))
      atTop (𝓝 0) := by
  have hpc : Continuous p := continuous_iff_continuousAt.2 fun x => (hp x).continuousAt
  -- integration by parts; the ripple vanishes at both ends
  have parts : ∀ n : ℕ, n ≠ 0 → ∫ x in (0 : ℝ)..(2 * π), p x * Real.cos (n * x)
      = -∫ x in (0 : ℝ)..(2 * π), q x * ripple n x := by
    intro n hn
    have hr : Continuous (ripple n) :=
      continuous_iff_continuousAt.2 fun x => (ripple_hasDerivAt hn x).continuousAt
    have h1 : ripple n (2 * π) = 0 := by rw [ripple, sin_period, zero_div]
    have h0 : ripple n 0 = 0 := by simp [ripple]
    have key := intervalIntegral.integral_eq_sub_of_hasDerivAt (a := 0) (b := 2 * π)
      (f := fun y => p y * ripple n y)
      (f' := fun x => q x * ripple n x + p x * Real.cos (n * x))
      (fun x _ => (hp x).fun_mul (ripple_hasDerivAt hn x))
      (Continuous.intervalIntegrable (by fun_prop) _ _)
    rw [intervalIntegral.integral_add (Continuous.intervalIntegrable (hq.mul hr) _ _)
      (Continuous.intervalIntegrable (by fun_prop) _ _)] at key
    simp only [h1, h0, mul_zero, sub_zero] at key
    linarith
  obtain ⟨C, hC⟩ := (isCompact_uIcc (a := (0 : ℝ)) (b := 2 * π)).exists_bound_of_continuousOn
    hq.continuousOn
  have h0 := ((tendsto_one_div_add_atTop_nhds_zero_nat (𝕜 := ℝ)).const_mul C).mul_const
    |2 * π - 0|
  rw [mul_zero, zero_mul] at h0
  refine squeeze_zero_norm (fun N => ?_) h0
  rw [parts (N + 1) (Nat.succ_ne_zero N), norm_neg]
  refine intervalIntegral.norm_integral_le_of_norm_le_const fun x hx => ?_
  have hq' := hC x (Set.uIoc_subset_uIcc hx)
  have hpos : (0 : ℝ) < (N : ℝ) + 1 := by positivity
  have hb : ‖ripple (N + 1) x‖ ≤ 1 / ((N : ℝ) + 1) := by
    rw [ripple, Nat.cast_succ, Real.norm_eq_abs, abs_div, abs_of_pos hpos]
    exact div_le_div_of_nonneg_right (Real.abs_sin_le_one _) hpos.le
  rw [norm_mul]
  exact mul_le_mul hq' hb (norm_nonneg _) ((norm_nonneg _).trans hq')

end

end KineticEnergyCompleteness
```

Messages:

```
Main.lean:44:8: error: Tactic `rewrite` failed: Did not find an occurrence of the pattern
  ∫ (x : ℝ) in ?m.381..?m.382, (q * ripple n) x + ?m.379 x ∂?m.377
in the target expression
  ∫ (y : ℝ) in 0..2 * π, q y * ripple n y + p y * cos (↑n * y) = p (2 * π) * ripple n (2 * π) - p 0 * ripple n 0

p q : ℝ → ℝ
hp : ∀ (x : ℝ), HasDerivAt p (q x) x
hq : Continuous q
hpc : Continuous p
n : ℕ
hn : n ≠ 0
hr : Continuous (ripple n)
h1 : ripple n (2 * π) = 0
h0 : ripple n 0 = 0
key : ∫ (y : ℝ) in 0..2 * π, q y * ripple n y + p y * cos (↑n * y) = p (2 * π) * ripple n (2 * π) - p 0 * ripple n 0
⊢ ∫ (x : ℝ) in 0..2 * π, p x * cos (↑n * x) = -∫ (x : ℝ) in 0..2 * π, q x * ripple n x
Main.lean:45:41: error: `fun_prop` was unable to prove `Continuous ?m.379`

Issues:
```

Lean accepts the file once it reads:

```diff
@@ -42,6 +42,9 @@
       (fun x _ => (hp x).fun_mul (ripple_hasDerivAt hn x))
       (Continuous.intervalIntegrable (by fun_prop) _ _)
-    rw [intervalIntegral.integral_add (Continuous.intervalIntegrable (hq.mul hr) _ _)
-      (Continuous.intervalIntegrable (by fun_prop) _ _)] at key
+    have i1 : IntervalIntegrable (fun x => q x * ripple n x) MeasureTheory.volume
+        0 (2 * π) := Continuous.intervalIntegrable (by fun_prop) _ _
+    have i2 : IntervalIntegrable (fun x => p x * Real.cos (n * x)) MeasureTheory.volume
+        0 (2 * π) := Continuous.intervalIntegrable (by fun_prop) _ _
+    rw [intervalIntegral.integral_add i1 i2] at key
     simp only [h1, h0, mul_zero, sub_zero] at key
     linarith
```

Both errors come from the `rw` that should split the integral in `key` into two, and the second follows from the first.

The first message says that the left side of `intervalIntegral.integral_add` was not found. The term `hq.mul hr` made the first summand `(q * ripple n) x`, a product of functions applied to x, while `key` has the product of values `q y * ripple n y`. The two are equal by definition, but `rw` does not unfold the product of functions when it searches for the pattern, so it found no match.

The second message says that `fun_prop` could not prove `Continuous ?m.379`. Here `?m.379` is the second summand, which `rw` was to learn by matching the pattern with `key`. `rw` leaves such a `by` block until after the match. As the match failed, the summand was never filled in, and `fun_prop` was left with no definite function to prove continuous.

The repair states the integrability of each summand beforehand, as `i1` and `i2`. The type of `i1` writes the first integrand pointwise, as `key` has it, which cures the mismatch. The type of `i2` names the second integrand, so `fun_prop` has a definite goal that no longer depends on the rewrite. With both given to `integral_add`, the pattern is fully determined and the rewrite succeeds.
